# Deleting one of two atoms that share all their neighbours removes exactly one non-bonding Hückel orbital

Q: Take three atoms in a chain, $u - c - v$, with equal hoppings. The end atoms have the same single neighbour $c$. I can see one non-bonding orbital, $(e_u - e_v)/\sqrt2$: the two amplitudes cancel at $c$, and $c$ itself carries none. What happens when $u$ is deleted?

A: Two bonded atoms remain, with adjacency eigenvalues $\pm1$, so there is no non-bonding orbital. For the chain the eigenvalues are $0, \pm\sqrt2$. The count falls from one to zero. The general claim is for molecules of identical atoms, with one orbital on each and the same hopping on every bond: whenever two distinct atoms have the same neighbours, deleting one lowers the count by exactly one.

Q: The difference orbital only shows that the larger molecule has at least one. Deleting an atom could create or destroy others. Why exactly one?

A: Because the rank of the adjacency matrix doesn't change. It is easiest to treat all duplications together. Let $W$ be the set of parent atoms, $V$ the set of atoms after copying, and $\pi: V \to W$ the map that sends each copy to its parent. Every parent has at least one copy, so $\pi$ is surjective. Two copies are bonded exactly when their parents are, so the adjacency matrices satisfy $A^V_{ij} = A^W_{\pi(i)\pi(j)}$. For amplitudes $x$ on $V$,

$$(A^V x)_i = \sum_{j} A^W_{\pi(i)\pi(j)}\, x_j = \sum_{w} A^W_{\pi(i)w} \sum_{j:\,\pi(j)=w} x_j .$$

Read from the right, this has three stages. The map $C$ collects the amplitudes of all copies of each parent, $A^W$ hops on the parent graph, and $P$ gives every copy its parent's result, $(Py)_i = y_{\pi(i)}$. Hence $A^V = P A^W C$.

The map $C$ is surjective: to reach given amplitudes $y$ on the parents, put $y_w$ on one chosen copy of $w$ and zero on the others. The map $P$ is injective: if $y_{\pi(i)} = 0$ for all $i$, then $y = 0$, since every parent is some $\pi(i)$. So the range of $A^V$ is the image under $P$ of the whole range of $A^W$, and the two ranks agree. Writing $\eta$ for the dimension of the kernel, rank-nullity gives

$$|V| - \eta(V) = |W| - \eta(W), \qquad \eta(V) + |W| = \eta(W) + |V| .$$

For our pair, $W$ is $V$ without $u$, and $\pi$ sends $u$ to $v$ and fixes everything else. Then $|V| = |W| + 1$ and $\eta(V) = \eta(W) + 1$.

Q: I accept the algebra. Now convince me that the formal version is about Hückel theory. Where is the Hamiltonian?

A: The Hückel Hamiltonian is $H = \alpha I + \beta A$, where $\alpha$ is the energy of an isolated atomic orbital and $\beta \neq 0$ is the hopping between bonded atoms. Its eigenvectors at energy $\alpha$ are exactly the nonzero kernel vectors of $A$. The file therefore works with $A$ alone, which amounts to measuring energy from $\alpha$ in units of $\beta$.

In Lean 4 with Mathlib:

```lean
import Mathlib

open Module

namespace DuplicatedAtoms

noncomputable section

variable (K : Type*) [Field K] {V W : Type*} [Fintype V] [Fintype W]

open Classical in
/-- The Hückel hopping operator of a molecular graph: the adjacency matrix acting on
orbital amplitudes. -/
def hopping (G : SimpleGraph V) : (V → K) →ₗ[K] (V → K) :=
  (G.adjMatrix K).mulVecLin
```

Here `V` and `W` are finite sets of atoms, `SimpleGraph V` records the bonds, and an element of `V → K` is a list of orbital amplitudes. The field `K` is arbitrary; the physical case is the real numbers.

Q: And the number of non-bonding orbitals?

A: It is the dimension of that kernel, a count of spatial orbitals without regard to spin or filling.

```lean
/-- The number of independent non-bonding orbitals: the dimension of the kernel of the
hopping operator. -/
def nonbonding (G : SimpleGraph V) : ℕ :=
  finrank K (LinearMap.ker (hopping K G))
```

Q: What does deletion mean? Removing a carbon atom from a real molecule does more than strike out a row and a column.

A: In the model it does only that. The remaining atoms keep the bonds they had among themselves; nothing relaxes, and no hopping changes.

```lean
/-- The molecular graph left after atom `u` and its bonds are removed. -/
def deleteAtom (G : SimpleGraph V) (u : V) : SimpleGraph {x : V // x ≠ u} :=
  G.comap Subtype.val
```

The type `{x : V // x ≠ u}` is the set of atoms other than `u`, and `comap` pulls the bonds back along the inclusion. The same `comap` describes duplication: in `G.comap π`, atoms $i$ and $j$ are bonded exactly when $\pi(i)$ and $\pi(j)$ are bonded in `G`. Copies of one parent are never bonded to each other, because no atom is bonded to itself.

Q: Then show me the three stages of your factorisation.

A: The collecting map $C$ is `collect`. The two proofs inside its definition check that it is linear.

```lean
open Classical in
/-- Given a map from atoms to parent atoms, add up the amplitudes on all copies of each
parent atom. -/
def collect (π : V → W) : (V → K) →ₗ[K] (W → K) where
  toFun x w := ∑ i, if π i = w then x i else 0
  map_add' x y := by
    funext w
    simp only [Pi.add_apply, ← Finset.sum_add_distrib]
    refine Finset.sum_congr rfl fun i _ => ?_
    split_ifs <;> simp
  map_smul' c x := by
    funext w
    simp only [Pi.smul_apply, smul_eq_mul, RingHom.id_apply, Finset.mul_sum]
    refine Finset.sum_congr rfl fun i _ => ?_
    split_ifs <;> simp
```

The next lemma writes the matrix product as a sum over neighbours, the form in which one would write a Hückel equation by hand.

```lean
open Classical in
/-- The hopping operator adds up the amplitudes on the neighbours of an atom. -/
theorem hopping_apply (G : SimpleGraph V) (x : V → K) (i : V) :
    hopping K G x i = ∑ j, if G.Adj i j then x j else 0 := by
  change ∑ j, G.adjMatrix K i j * x j = _
  refine Finset.sum_congr rfl fun j _ => ?_
  rw [SimpleGraph.adjMatrix_apply]
  split_ifs <;> simp
```

The factorisation itself is `hopping_comap`. The copying map $P$ appears as `LinearMap.funLeft K K π`, which composes an amplitude function with `π`.

```lean
/-- Hopping on a graph with duplicated atoms: collect the amplitudes of the copies, hop on
the parent graph, and give every copy the result of its parent. -/
theorem hopping_comap (G : SimpleGraph W) (π : V → W) :
    hopping K (G.comap π) =
      LinearMap.funLeft K K π ∘ₗ (hopping K G ∘ₗ collect K π) := by
  classical
  refine LinearMap.ext fun x => funext fun i => ?_
  change hopping K (G.comap π) x i = hopping K G (collect K π x) (π i)
  rw [hopping_apply, hopping_apply]
  simp only [SimpleGraph.comap_adj]
  have key : ∀ w, (if G.Adj (π i) w then collect K π x w else 0) =
      ∑ j, if π j = w then (if G.Adj (π i) w then x j else 0) else 0 := by
    intro w
    by_cases h : G.Adj (π i) w <;> simp [h, collect]
  -- exchange the sums over parents and copies; each copy has one parent
  rw [Finset.sum_congr rfl fun w _ => key w, Finset.sum_comm]
  refine Finset.sum_congr rfl fun j _ => ?_
  symm
  rw [Finset.sum_eq_single (π j) (fun b _ hb => if_neg (Ne.symm hb))
    (fun h => absurd (Finset.mem_univ _) h), if_pos rfl]
```

The proof is the displayed double sum read from right to left. The step `key` moves the bond condition inside the sum over copies, `Finset.sum_comm` exchanges the sums over $w$ and $j$, and `Finset.sum_eq_single` keeps the one parent $w = \pi(j)$.

Q: This lemma doesn't ask for $\pi$ to be surjective.

A: The factorisation holds for any map. Surjectivity enters with the ranks, first for `collect`:

```lean
omit [Fintype W] in
/-- If every parent atom has a copy, any amplitudes on the parent atoms arise by collecting
amplitudes on the copies. -/
theorem collect_surjective (π : V → W) (hπ : Function.Surjective π) :
    Function.Surjective (collect K π) := by
  classical
  intro y
  choose s hs using hπ
  -- put the whole amplitude on one chosen copy
  refine ⟨fun i => if s (π i) = i then y (π i) else 0, funext fun w => ?_⟩
  change (∑ i, if π i = w then (if s (π i) = i then y (π i) else 0) else 0) = y w
  rw [Finset.sum_eq_single (s w)]
  · simp [hs w]
  · intro b _ hb
    by_cases h : π b = w
    · subst h
      rw [if_pos rfl, if_neg (Ne.symm hb)]
    · exact if_neg h
  · intro h
    exact absurd (Finset.mem_univ _) h
```

The function `s` chooses one copy of each parent, and the amplitude goes there, as in the argument above. The rank count follows.

```lean
/-- Replacing each atom of a parent graph by one or more copies with the same bonding
pattern raises the number of non-bonding orbitals by the number of atoms added. -/
theorem nonbonding_comap (G : SimpleGraph W) (π : V → W) (hπ : Function.Surjective π) :
    nonbonding K (G.comap π) + Fintype.card W = nonbonding K G + Fintype.card V := by
  have hrank : finrank K (LinearMap.range (hopping K (G.comap π))) =
      finrank K (LinearMap.range (hopping K G)) := by
    rw [hopping_comap, LinearMap.range_comp, LinearMap.range_comp,
      LinearMap.range_eq_top.2 (collect_surjective K π hπ), Submodule.map_top]
    exact (Submodule.equivMapOfInjective _
      (LinearMap.funLeft_injective_of_surjective K K π hπ) _).finrank_eq.symm
  -- equal ranks, so rank-nullity compares the kernels
  have h1 := LinearMap.finrank_range_add_finrank_ker (hopping K (G.comap π))
  have h2 := LinearMap.finrank_range_add_finrank_ker (hopping K G)
  rw [Module.finrank_fintype_fun_eq_card] at h1 h2
  unfold nonbonding
  omega
```

In `hrank`, surjectivity of `collect` replaces its range by the whole space, and injectivity of the copying map preserves the dimension of what is left. Rank-nullity is applied to both graphs, and `omega` does the integer arithmetic. The statement is written with additions on both sides, so no subtraction of natural numbers is involved.

Q: Now the claim about two atoms. Which assumptions does it make?

A: Two: `huv` says that $u$ and $v$ are distinct, and `htwin` says that their neighbour sets are equal. Physically, the second means that both atoms couple to the same atoms; equal on-site energies and equal hoppings are already built into the adjacency matrix.

```lean
/-- If two distinct atoms have the same neighbours, deleting one of them removes exactly one
non-bonding orbital. -/
theorem nonbonding_eq_deleteAtom_add_one [DecidableEq V] (G : SimpleGraph V) {u v : V}
    (huv : u ≠ v) (htwin : G.neighborSet u = G.neighborSet v) :
    nonbonding K G = nonbonding K (deleteAtom G u) + 1 := by
  have twin : ∀ z, G.Adj u z ↔ G.Adj v z := fun z => Set.ext_iff.1 htwin z
  -- the deleted atom is a copy of `v`, every other atom is its own parent
  let π : V → {x : V // x ≠ u} := fun x => if h : x = u then ⟨v, huv.symm⟩ else ⟨x, h⟩
  have hπ : Function.Surjective π := fun y => ⟨y.1, by simp [π, y.2]⟩
  have hadj : ∀ x z, G.Adj (π x).1 z ↔ G.Adj x z := by
    intro x z
    by_cases h : x = u
    · subst h
      simpa [π] using (twin z).symm
    · simp [π, h]
  have hG : (deleteAtom G u).comap π = G := by
    ext x y
    change G.Adj (π x).1 (π y).1 ↔ G.Adj x y
    rw [hadj, G.adj_comm, hadj, G.adj_comm]
  have hcard : Fintype.card {x : V // x ≠ u} + 1 = Fintype.card V := by
    have hpos : 0 < Fintype.card V := Fintype.card_pos_iff.2 ⟨u⟩
    rw [Fintype.card_subtype, Finset.filter_ne',
      Finset.card_erase_of_mem (Finset.mem_univ u), Finset.card_univ]
    omega
  have h := nonbonding_comap K (deleteAtom G u) π hπ
  rw [hG] at h
  omega
```

The local map `π` sends $u$ to $v$ and leaves the other atoms alone. The step `hadj` says that replacing an atom $x$ by $\pi(x)$ doesn't change whether it is bonded to $z$; this is where the equal neighbourhoods are used. Applying it to one end of a bond and then, by symmetry, to the other gives `hG`: duplicating $v$ in the smaller graph rebuilds the original one. The step `hcard` counts one atom fewer, and the general theorem finishes the proof.

Q: Does it survive the smallest case, two atoms with no bonds at all?

A: Yes. Their neighbourhoods are both empty, hence equal. The hopping operator is zero, so there are two non-bonding orbitals, and one remains after the deletion.

Q: And if I drop a hypothesis?

A: Ethylene, two bonded atoms, breaks the statement either way. Its atoms have different neighbourhoods, $\{v\}$ for $u$ and $\{u\}$ for $v$. It has no non-bonding orbital, but deleting $u$ leaves an isolated atom with one, so the count rises. If you keep equal neighbourhoods but allow $u = v$, the hypothesis becomes empty and the same deletion refutes the conclusion.

Q: The orbital I started with, $(e_u - e_v)/\sqrt2$, has vanished from the argument.

A: It has its own theorem, which also gives a converse: the difference orbital is non-bonding only if the neighbourhoods agree.

```lean
/-- The difference of the unit amplitude vectors on `u` and `v` (the zero vector if `u = v`) lies in
the kernel of the hopping operator exactly when the two atoms have the same neighbours. -/
theorem difference_orbital_iff [DecidableEq V] (G : SimpleGraph V) (u v : V) :
    (Pi.single u 1 - Pi.single v 1 : V → K) ∈ LinearMap.ker (hopping K G) ↔
      G.neighborSet u = G.neighborSet v := by
  classical
  have hs : ∀ a i, hopping K G (Pi.single a 1) i = if G.Adj i a then 1 else 0 := by
    intro a i
    rw [hopping_apply, Finset.sum_eq_single a]
    · simp
    · intro b _ hb
      simp [Pi.single_eq_of_ne hb]
    · intro h
      exact absurd (Finset.mem_univ _) h
  rw [LinearMap.mem_ker, map_sub, funext_iff, Set.ext_iff]
  refine forall_congr' fun i => ?_
  rw [Pi.sub_apply, hs, hs]
  simp only [SimpleGraph.mem_neighborSet]
  rw [G.adj_comm u i, G.adj_comm v i]
  by_cases h1 : G.Adj i u <;> by_cases h2 : G.Adj i v <;> simp [h1, h2]
```

The code uses the unnormalised vector $e_u - e_v$, written with `Pi.single`; the factor $1/\sqrt2$ doesn't affect membership of the kernel. The step `hs` computes that hopping from a single orbital $e_a$ gives amplitude 1 on each neighbour of $a$ and 0 elsewhere. At atom $i$ the difference is therefore zero exactly when $i$ is bonded to both $u$ and $v$ or to neither. The proof checks the four combinations.

Q: Give me a molecule where more than one atom is duplicated.

A: Cyclobutadiene, as a square with four equal hoppings. This is an idealisation: the ground state of the real molecule is a rectangle with alternating bond lengths, and hoppings that alternate in the same way between two values of different size leave none of the non-bonding orbitals found here. Opposite atoms have the same neighbours, so the ring is ethylene with both atoms doubled. One first needs the count for ethylene:

```lean
/-- Ethylene, two bonded atoms, has no non-bonding orbital. -/
theorem nonbonding_ethylene : nonbonding K (⊤ : SimpleGraph Bool) = 0 := by
  have hker : LinearMap.ker (hopping K (⊤ : SimpleGraph Bool)) = ⊥ := by
    refine LinearMap.ker_eq_bot'.2 fun x hx => ?_
    have h1 := congrFun hx true
    have h2 := congrFun hx false
    rw [hopping_apply, Fintype.sum_bool] at h1 h2
    funext b
    cases b
    · simpa using h1
    · simpa using h2
  rw [nonbonding, hker, finrank_bot]
```

The two atoms are the Boolean values, and `⊤` is the graph in which distinct atoms are bonded. If hopping gives zero everywhere, each atom's neighbour has amplitude zero, and so both amplitudes vanish.

The parent map for the ring labels its atoms alternately:

```lean
/-- The alternating labelling of the atoms of a four-membered ring. -/
def sublattice (i : Fin 4) : Bool := i.val % 2 == 0

/-- The ring of four atoms with equal hoppings, the Hückel model of square cyclobutadiene, has
exactly two non-bonding orbitals. -/
theorem nonbonding_cyclobutadiene : nonbonding K (SimpleGraph.cycleGraph 4) = 2 := by
  -- the ring is ethylene with both atoms duplicated
  have hG : (⊤ : SimpleGraph Bool).comap sublattice = SimpleGraph.cycleGraph 4 := by
    ext i j
    refine Iff.symm (Iff.trans (SimpleGraph.cycleGraph_adj (n := 2)) ?_)
    change _ ↔ sublattice i ≠ sublattice j
    revert i j
    decide
  have hsurj : Function.Surjective sublattice := by
    intro b
    cases b
    · exact ⟨1, rfl⟩
    · exact ⟨0, rfl⟩
  have h := nonbonding_comap K (⊤ : SimpleGraph Bool) sublattice hsurj
  rw [hG, nonbonding_ethylene, Fintype.card_bool, Fintype.card_fin] at h
  omega

end

end DuplicatedAtoms
```

The step `hG` confirms, by checking all pairs of atoms, that two atoms of the ring are bonded exactly when their labels differ. The general theorem then reads $\eta + 2 = 0 + 4$, so $\eta = 2$. The orbitals $(e_0 - e_2)/\sqrt2$ and $(e_1 - e_3)/\sqrt2$ are non-bonding by `difference_orbital_iff`, and being independent they span the kernel.

```lean
#print axioms DuplicatedAtoms.nonbonding_eq_deleteAtom_add_one
#print axioms DuplicatedAtoms.difference_orbital_iff
#print axioms DuplicatedAtoms.nonbonding_cyclobutadiene
```

```
'DuplicatedAtoms.nonbonding_eq_deleteAtom_add_one' depends on axioms: [propext, Classical.choice, Quot.sound]
'DuplicatedAtoms.difference_orbital_iff' depends on axioms: [propext, Classical.choice, Quot.sound]
'DuplicatedAtoms.nonbonding_cyclobutadiene' depends on axioms: [propext, Classical.choice, Quot.sound]
```

Q: So what may I conclude about a real molecule?

A: Only what a non-interacting model with one orbital per atom, identical atoms and equal hoppings can tell you. In such a Hückel or tight-binding calculation, the theorem fixes how the number of independent orbitals at energy $\alpha$ changes when a duplicated atom is removed, which gives an exact value to compare with a numerical diagonalisation. Heteroatoms, unequal bond lengths and electron repulsion all lie beyond it, and so does the question of which spin state the electrons in those orbitals adopt.

Q: Does each duplicated atom then contribute one non-bonding orbital?

A: Count the added copies, not the duplicated atoms: an atom present in three copies contributes two. Each added copy raises the dimension by one, on top of whatever non-bonding orbitals the parent graph already has. Those need not come from duplication at all.
